# A symmetry-preserving Davidson iteration started from even vectors stays orthogonal to all odd vectors

## A Davidson run as a sequence of subspaces

Davidson programs differ in which roots they follow, how many vectors they add per step and how they orthogonalise. Here a run is therefore only a sequence of subspaces \(V_0, V_1, V_2, \dots\), in which \(V_{k+1}\) is \(V_k\) enlarged by the span of some selection of preconditioned residuals. The selection is arbitrary, so the result holds for every root-following strategy of this kind.

The residuals belong to the Bethe-Salpeter or linear-response problem with real matrices \(A\) (resonant block) and \(B\) (coupling block). For excitation and de-excitation amplitudes \(X\) and \(Y\), set \(x = X+Y\) and \(y = X-Y\). The equations at frequency \(w\) become

\[
Kx = wy, \qquad My = wx, \qquad K = A+B,\quad M = A-B .
\]

For trial vectors \(x, y \in V_k\) and a preconditioner \(P(w)\), the vectors that may be added are \(P(w)(Kx-wy)\) and \(P(w)(My-wx)\).

## The symmetry and what it forbids

Let \(S\) be a real symmetric matrix, for example a reflection of the molecule acting on the space of transitions. A vector is even if \(Sv=v\) and odd if \(Su=-u\). Suppose that \(S\) commutes with \(K\), \(M\) and every \(P(w)\), and that all vectors of \(V_0\) are even. Then every vector of every \(V_k\) is orthogonal to every odd vector.

That \(S\) commutes with \(K\) and \(M\) says that the response equations have the symmetry. The condition on \(P(w)\) concerns the solver. If \(S\) permutes the basis transitions, a diagonal preconditioner satisfies it when symmetry-related transitions have equal diagonal entries.

For excited-state calculations with finite real matrices in exact arithmetic, this means that an even set of start vectors can hide a whole symmetry class of excitations, however long the iteration runs.

## How the Lean statement expresses this

- `n` is a finite index set of any size, and vectors are functions `n → ℝ`. `A` and `B` need not be symmetric.
- `evenSpace S` is the subspace of even vectors, and `IsOdd S u` says that \(Su=-u\).
- `corrections A B P V` contains both kinds of preconditioned residual, for all real `w` and all `x`, `y` in `V`. The frequency need not be a Ritz value.
- `IsRun` says that each `V (k + 1)` is `V k ⊔ Submodule.span ℝ T` for some subset `T` of the corrections.
- `IsRoot A B w x y` says that the pair solves both equations and is not zero.

"Never found" is a statement about vectors: if all solutions at \(w\) are odd, no \(V_k\) contains both vectors of a nonzero solution at \(w\). If an even solution shares the frequency, this hypothesis fails. The theorem also does not exclude a Ritz value that happens to equal \(w\).

## The derivation

**Even vectors stay even.** If a matrix \(T\) commutes with \(S\) and \(Sv=v\), then \(S(Tv)=T(Sv)=Tv\). Assume that \(V_k\) is even and take \(x,y\in V_k\). Then

\[
S(Kx-wy)=K(Sx)-w(Sy)=Kx-wy,
\]

and likewise \(My-wx\) is even. Applying \(P(w)\) keeps both even, and so does forming linear combinations. Hence \(V_{k+1}\) is even, and induction from \(V_0\) covers the run.

**Even and odd vectors are orthogonal.** Since \(S^T=S\),

\[
v\cdot u=(Sv)\cdot u=v\cdot(Su)=-\,v\cdot u ,
\]

so \(v\cdot u=0\).

**The subspace comes no closer to an odd vector.** For \(v\in V_k\) and \(u\) odd, the cross terms vanish:

\[
|v-u|^2=|v|^2+|u|^2\ge|u|^2 .
\]

The best approximation to \(u\) in \(V_k\) is the zero vector.

**An odd root is not in the subspace.** If a solution \((x,y)\) had both vectors in \(V_k\) and both were odd, each would be orthogonal to itself. Then \(x=y=0\), which a root excludes.

**The converse uses \(S^2=1\).** Let \(v\) be orthogonal to all odd vectors and put \(d=v-Sv\). Then \(Sd=Sv-v=-d\), so \(d\) is odd and \(v\cdot d=0\). Also \((Sv)\cdot d=v\cdot(Sd)=-v\cdot d=0\). Subtracting gives \(d\cdot d=0\), so \(Sv=v\). The earlier steps do not need \(S^2=1\).

## A preconditioner that breaks the symmetry

Take three basis states, with \(S\) exchanging the first two, and

\[
K=\begin{pmatrix}2&0&2\\0&2&2\\2&2&5\end{pmatrix},\qquad
M=\begin{pmatrix}2&0&0\\0&2&0\\0&0&3\end{pmatrix}.
\]

The pair \(x=y=(1,-1,0)\) is an odd root at \(w=2\), and all solutions there are odd. Start from the even vector \((1,1,0)\). With \(w=0\) and \(y=0\), the first residual is \((2,2,4)\). The preconditioner \(\mathrm{diag}(1,2,1)\) does not commute with \(S\) and turns this into \((2,4,4)\), whose product with \((1,-1,0)\) is \(-2\). Without the condition on \(P(w)\), orthogonality can therefore fail in the first step of a run as defined here. The trial pair used is not a Ritz pair. The Ritz pairs of this start space have \(w=\pm2\) and residuals proportional to \((0,0,1)\), which this preconditioner keeps even, and the next subspace already contains all even vectors. A run that uses only Ritz pairs would thus stay even in this small example.

## Subspaces that may also shrink

`IsRun` demands equality, so subspaces never lose vectors and a restart counts as a new run. Requiring only that \(V_{k+1}\) be contained in the enlarged space would admit restarts within one run. The same induction would work, but the subspaces would no longer have to be nested.

## The complete file

```lean
import Mathlib

open Matrix

namespace DavidsonSymmetryTrap

noncomputable section

variable {n : Type*} [Fintype n]

/-- The subspace of S-even vectors, those fixed by S. -/
def evenSpace (S : Matrix n n ℝ) : Submodule ℝ (n → ℝ) where
  carrier := {v | S *ᵥ v = v}
  add_mem' := by
    intro a b ha hb
    change S *ᵥ (a + b) = a + b
    rw [Matrix.mulVec_add, show S *ᵥ a = a from ha, show S *ᵥ b = b from hb]
  zero_mem' := Matrix.mulVec_zero S
  smul_mem' := by
    intro c a ha
    change S *ᵥ (c • a) = c • a
    rw [Matrix.mulVec_smul, show S *ᵥ a = a from ha]

/-- A vector is S-odd if S reverses its sign. -/
def IsOdd (S : Matrix n n ℝ) (u : n → ℝ) : Prop := S *ᵥ u = -u

/-- The preconditioned residuals of both coupled equations, for all trial frequencies `w`
and all trial vectors `x`, `y` in the subspace `V`. -/
def corrections (A B : Matrix n n ℝ) (P : ℝ → Matrix n n ℝ)
    (V : Submodule ℝ (n → ℝ)) : Set (n → ℝ) :=
  {v | ∃ w : ℝ, ∃ x ∈ V, ∃ y ∈ V,
    v = P w *ᵥ ((A + B) *ᵥ x - w • y) ∨ v = P w *ᵥ ((A - B) *ᵥ y - w • x)}

/-- A Davidson run: each subspace is the previous one enlarged by some selection of
corrections. -/
def IsRun (A B : Matrix n n ℝ) (P : ℝ → Matrix n n ℝ)
    (V : ℕ → Submodule ℝ (n → ℝ)) : Prop :=
  ∀ k, ∃ T ⊆ corrections A B P (V k), V (k + 1) = V k ⊔ Submodule.span ℝ T

/-- The nonzero pair `(x, y)` solves the coupled excitation equations at frequency `w`. -/
def IsRoot (A B : Matrix n n ℝ) (w : ℝ) (x y : n → ℝ) : Prop :=
  (A + B) *ᵥ x = w • y ∧ (A - B) *ᵥ y = w • x ∧ (x ≠ 0 ∨ y ≠ 0)

/-- A matrix that commutes with S maps even vectors to even vectors. -/
theorem mulVec_even {S T : Matrix n n ℝ} (h : S * T = T * S) {v : n → ℝ}
    (hv : v ∈ evenSpace S) : T *ᵥ v ∈ evenSpace S := by
  change S *ᵥ (T *ᵥ v) = T *ᵥ v
  rw [Matrix.mulVec_mulVec, h, ← Matrix.mulVec_mulVec, show S *ᵥ v = v from hv]

/-- For symmetric S, even and odd vectors are orthogonal. -/
theorem even_dot_odd {S : Matrix n n ℝ} (hS : Sᵀ = S) {v u : n → ℝ}
    (hv : v ∈ evenSpace S) (hu : IsOdd S u) : v ⬝ᵥ u = 0 := by
  -- move S from one factor to the other
  have h : v ⬝ᵥ (S *ᵥ u) = v ⬝ᵥ u := by
    rw [Matrix.dotProduct_mulVec, ← Matrix.mulVec_transpose, hS,
      show S *ᵥ v = v from hv]
  rw [show S *ᵥ u = -u from hu, dotProduct_neg] at h
  linarith

/-- For a symmetric involution S, a vector orthogonal to all odd vectors is even. -/
theorem even_of_orthogonal_odd [DecidableEq n] {S : Matrix n n ℝ} (hS : Sᵀ = S)
    (hSS : S * S = 1) {v : n → ℝ} (hv : ∀ u, IsOdd S u → v ⬝ᵥ u = 0) :
    v ∈ evenSpace S := by
  -- the odd part of v is orthogonal to v and to S v, hence to itself
  have hodd : IsOdd S (v - S *ᵥ v) := by
    change S *ᵥ (v - S *ᵥ v) = -(v - S *ᵥ v)
    rw [Matrix.mulVec_sub, Matrix.mulVec_mulVec, hSS, Matrix.one_mulVec, neg_sub]
  have h1 := hv _ hodd
  have h2 : (S *ᵥ v) ⬝ᵥ (v - S *ᵥ v) = 0 := by
    have h3 : v ⬝ᵥ (S *ᵥ (v - S *ᵥ v)) = (S *ᵥ v) ⬝ᵥ (v - S *ᵥ v) := by
      rw [Matrix.dotProduct_mulVec, ← Matrix.mulVec_transpose, hS]
    rw [← h3, show S *ᵥ (v - S *ᵥ v) = -(v - S *ᵥ v) from hodd, dotProduct_neg, h1,
      neg_zero]
  have h4 : (v - S *ᵥ v) ⬝ᵥ (v - S *ᵥ v) = 0 := by
    rw [sub_dotProduct, h1, h2, sub_zero]
  exact (sub_eq_zero.mp (dotProduct_self_eq_zero.mp h4)).symm

section Run

variable {A B S : Matrix n n ℝ} {P : ℝ → Matrix n n ℝ} {V : ℕ → Submodule ℝ (n → ℝ)}

/-- If A+B, A-B and all preconditioners commute with S, a run started from even vectors
contains only even vectors at every step. -/
theorem run_even (hK : S * (A + B) = (A + B) * S) (hM : S * (A - B) = (A - B) * S)
    (hP : ∀ w, S * P w = P w * S) (hV : IsRun A B P V) (h0 : V 0 ≤ evenSpace S) (k : ℕ) :
    V k ≤ evenSpace S := by
  induction k with
  | zero => exact h0
  | succ k ih =>
    obtain ⟨T, hT, hk⟩ := hV k
    rw [hk]
    refine sup_le ih (Submodule.span_le.mpr ?_)
    intro v hv
    -- both kinds of residual are even, and the preconditioner keeps them even
    obtain ⟨w, x, hx, y, hy, h | h⟩ := hT hv
    · rw [h]
      exact mulVec_even (hP w) ((evenSpace S).sub_mem (mulVec_even hK (ih hx))
        ((evenSpace S).smul_mem w (ih hy)))
    · rw [h]
      exact mulVec_even (hP w) ((evenSpace S).sub_mem (mulVec_even hM (ih hy))
        ((evenSpace S).smul_mem w (ih hx)))

/-- For symmetric S, if A+B, A-B and all preconditioners commute with S, every Davidson subspace
grown from S-even start vectors is orthogonal to all S-odd vectors. -/
theorem davidson_orthogonal_odd (hS : Sᵀ = S) (hK : S * (A + B) = (A + B) * S)
    (hM : S * (A - B) = (A - B) * S) (hP : ∀ w, S * P w = P w * S)
    (hV : IsRun A B P V) (h0 : V 0 ≤ evenSpace S) (k : ℕ) :
    ∀ v ∈ V k, ∀ u, IsOdd S u → v ⬝ᵥ u = 0 :=
  fun _ hv _ hu => even_dot_odd hS (run_even hK hM hP hV h0 k hv) hu

/-- For symmetric S, if A+B, A-B and all preconditioners commute with S and the run starts from even
vectors, the squared distance from a vector of a Davidson subspace to an odd vector is the sum of
their squared lengths. -/
theorem odd_distance (hS : Sᵀ = S) (hK : S * (A + B) = (A + B) * S)
    (hM : S * (A - B) = (A - B) * S) (hP : ∀ w, S * P w = P w * S)
    (hV : IsRun A B P V) (h0 : V 0 ≤ evenSpace S) (k : ℕ) {v u : n → ℝ}
    (hv : v ∈ V k) (hu : IsOdd S u) :
    (v - u) ⬝ᵥ (v - u) = v ⬝ᵥ v + u ⬝ᵥ u := by
  have h := davidson_orthogonal_odd hS hK hM hP hV h0 k v hv u hu
  have h' : u ⬝ᵥ v = 0 := by rw [dotProduct_comm, h]
  rw [sub_dotProduct, dotProduct_sub, dotProduct_sub, h, h']
  ring

/-- For symmetric S, let A+B, A-B and all preconditioners commute with S and let the run start from
even vectors. If all solutions at frequency `w` are odd, no subspace of the run contains both
vectors of a nonzero solution at `w`. -/
theorem odd_root_never_found (hS : Sᵀ = S) (hK : S * (A + B) = (A + B) * S)
    (hM : S * (A - B) = (A - B) * S) (hP : ∀ w, S * P w = P w * S)
    (hV : IsRun A B P V) (h0 : V 0 ≤ evenSpace S) {w : ℝ}
    (hw : ∀ x y, IsRoot A B w x y → IsOdd S x ∧ IsOdd S y) (k : ℕ) :
    ∀ x ∈ V k, ∀ y ∈ V k, ¬ IsRoot A B w x y := by
  intro x hx y hy hr
  have horth := davidson_orthogonal_odd hS hK hM hP hV h0 k
  -- an odd vector inside the subspace is orthogonal to itself
  have hx0 := dotProduct_self_eq_zero.mp (horth x hx x (hw x y hr).1)
  have hy0 := dotProduct_self_eq_zero.mp (horth y hy y (hw x y hr).2)
  exact hr.2.2.elim (fun h => h hx0) (fun h => h hy0)

end Run

/-- Example matrix A. -/
def exA : Matrix (Fin 3) (Fin 3) ℝ := !![2, 0, 1; 0, 2, 1; 1, 1, 4]

/-- Example coupling matrix B. -/
def exB : Matrix (Fin 3) (Fin 3) ℝ := !![0, 0, 1; 0, 0, 1; 1, 1, 1]

/-- The exchange of the first two basis states. -/
def exS : Matrix (Fin 3) (Fin 3) ℝ := !![0, 1, 0; 1, 0, 0; 0, 0, 1]

/-- A diagonal, frequency-dependent preconditioner. -/
def exP (w : ℝ) : Matrix (Fin 3) (Fin 3) ℝ := !![1, 0, 0; 0, 1, 0; 0, 0, 1 + w ^ 2]

/-- The start subspace spanned by the even combination of the first two basis states. -/
def exStart : Submodule ℝ (Fin 3 → ℝ) := Submodule.span ℝ {![1, 1, 0]}

/-- The example matrices meet the symmetry conditions, the start subspace is even, and some
correction lies outside it. -/
theorem symmetry_witness :
    exSᵀ = exS ∧ exS * (exA + exB) = (exA + exB) * exS ∧
    exS * (exA - exB) = (exA - exB) * exS ∧ (∀ w, exS * exP w = exP w * exS) ∧
    exStart ≤ evenSpace exS ∧ ∃ v ∈ corrections exA exB exP exStart, v ∉ exStart := by
  refine ⟨?_, ?_, ?_, ?_, ?_, ?_⟩
  · ext i j
    fin_cases i <;> fin_cases j <;> simp [exS]
  · ext i j
    fin_cases i <;> fin_cases j <;>
      norm_num [exS, exA, exB, Matrix.mul_apply, Fin.sum_univ_succ]
  · ext i j
    fin_cases i <;> fin_cases j <;>
      norm_num [exS, exA, exB, Matrix.mul_apply, Fin.sum_univ_succ]
  · intro w
    ext i j
    fin_cases i <;> fin_cases j <;>
      simp [exS, exP, Matrix.mul_apply, Fin.sum_univ_succ]
  · refine Submodule.span_le.mpr (Set.singleton_subset_iff.mpr ?_)
    change exS *ᵥ ![1, 1, 0] = ![1, 1, 0]
    ext i
    fin_cases i <;> simp [exS, Matrix.mulVec, dotProduct, Fin.sum_univ_succ]
  · refine ⟨_, ⟨0, ![1, 1, 0], Submodule.mem_span_singleton_self _, 0,
      exStart.zero_mem, Or.inl rfl⟩, ?_⟩
    intro h
    obtain ⟨a, ha⟩ := Submodule.mem_span_singleton.mp h
    -- the third component is zero on the start subspace but not in the correction
    have h2 := congrFun ha 2
    simp [exP, exA, exB, Matrix.mulVec, dotProduct, Fin.sum_univ_three] at h2
    norm_num at h2

/-- The example has a root at frequency 2, and all its solutions there are odd. -/
theorem odd_root_witness :
    IsRoot exA exB 2 ![1, -1, 0] ![1, -1, 0] ∧
    ∀ x y, IsRoot exA exB 2 x y → IsOdd exS x ∧ IsOdd exS y := by
  constructor
  · refine ⟨?_, ?_, Or.inl fun h => ?_⟩
    · ext i
      fin_cases i <;> norm_num [exA, exB, Matrix.mulVec, dotProduct, Fin.sum_univ_succ]
    · ext i
      fin_cases i <;> norm_num [exA, exB, Matrix.mulVec, dotProduct, Fin.sum_univ_succ]
    · have h0 := congrFun h 0
      norm_num at h0
  · rintro x y ⟨h1, h2, -⟩
    have a0 := congrFun h1 0
    have a1 := congrFun h1 1
    have a2 := congrFun h1 2
    have b0 := congrFun h2 0
    have b1 := congrFun h2 1
    have b2 := congrFun h2 2
    simp [exA, exB, Matrix.mulVec, dotProduct, Fin.sum_univ_three] at a0 a1 a2 b0 b1 b2
    constructor
    · change exS *ᵥ x = -x
      ext i
      fin_cases i <;> simp [exS, Matrix.mulVec, dotProduct, Fin.sum_univ_three] <;> linarith
    · change exS *ᵥ y = -y
      ext i
      fin_cases i <;> simp [exS, Matrix.mulVec, dotProduct, Fin.sum_univ_three] <;> linarith

/-- With the preconditioner diag(1, 2, 1), the same even start subspace yields a correction
that overlaps with the odd vector (1, -1, 0). -/
theorem asymmetric_preconditioner_escapes :
    ∃ v ∈ corrections exA exB (fun _ => !![1, 0, 0; 0, 2, 0; 0, 0, 1]) exStart,
      v ⬝ᵥ ![1, -1, 0] ≠ 0 := by
  refine ⟨_, ⟨0, ![1, 1, 0], Submodule.mem_span_singleton_self _, 0,
    exStart.zero_mem, Or.inl rfl⟩, ?_⟩
  norm_num [exA, exB, Matrix.mulVec, dotProduct, Fin.sum_univ_succ]

end

end DavidsonSymmetryTrap
```

```lean
#print axioms DavidsonSymmetryTrap.davidson_orthogonal_odd
#print axioms DavidsonSymmetryTrap.odd_distance
#print axioms DavidsonSymmetryTrap.odd_root_never_found
#print axioms DavidsonSymmetryTrap.asymmetric_preconditioner_escapes
```

```
'DavidsonSymmetryTrap.davidson_orthogonal_odd' depends on axioms: [propext, Classical.choice, Quot.sound]
'DavidsonSymmetryTrap.odd_distance' depends on axioms: [propext, Classical.choice, Quot.sound]
'DavidsonSymmetryTrap.odd_root_never_found' depends on axioms: [propext, Classical.choice, Quot.sound]
'DavidsonSymmetryTrap.asymmetric_preconditioner_escapes' depends on axioms: [propext, Classical.choice, Quot.sound]
```

## How the proof follows the derivation

`mulVec_even` is the commutation step, and its `rw` moves `S` past `T`. `run_even` is the induction. In the successor case, `sup_le` treats the old subspace and the new span separately, and `Submodule.span_le` reduces the span to single corrections. The two final bullets are the two kinds of residual.

`even_dot_odd` moves `S` across the dot product by `Matrix.dotProduct_mulVec` and the symmetry `hS`, and `linarith` concludes from \(v\cdot u=-v\cdot u\). `davidson_orthogonal_odd` combines this with `run_even`. `odd_distance` expands the square, and `odd_root_never_found` applies orthogonality to `x` and `y` themselves. `even_of_orthogonal_odd` is the converse, with `h4` as \(d\cdot d=0\).

The example is checked by components. `symmetry_witness` confirms the symmetry conditions for a frequency-dependent preconditioner and finds a correction outside the start subspace, so a run can grow. `odd_root_witness` verifies the root and solves the six component equations to show that every solution at \(w=2\) is odd. `asymmetric_preconditioner_escapes` is the counter-example.
